# Moyal multiplication by exp(isp/ħ) shifts a polynomial potential by half a step

Take the potential $V(q)=q$ and the wave $e_s(p)=e^{isp/\hbar}$, where $q$ and $p$ are position and momentum and $s$ is a real length. The Moyal product $\star$ stops at first order here:

$$q\star e_s = q\,e_s+\frac{i\hbar}{2}\,\partial_p e_s = q\,e_s+\frac{i\hbar}{2}\,\frac{is}{\hbar}\,e_s=\left(q-\frac s2\right)e_s .$$

In the opposite order the first-order term changes sign, so $e_s\star q=(q+s/2)e_s$. Each momentum derivative supplies $is/\hbar$, which cancels the $\hbar$ of the expansion and leaves a displacement. For a polynomial of higher degree, the higher orders build up the Taylor series of the same displacement.

```lean
import Mathlib

open Polynomial
open Complex (I)

namespace MoyalFiniteDifference

noncomputable section
```

## The product and its bracket

Phase space has one degree of freedom. A function on it is a map `ℝ → ℝ → ℂ`, with position as first argument, and $\partial_q$, $\partial_p$ are ordinary derivatives in one real variable with the other held fixed.

```lean
/-- Partial derivative of a phase-space function with respect to position. -/
def dq (f : ℝ → ℝ → ℂ) : ℝ → ℝ → ℂ := fun q p => deriv (fun x => f x p) q

/-- Partial derivative of a phase-space function with respect to momentum. -/
def dp (f : ℝ → ℝ → ℂ) : ℝ → ℝ → ℂ := fun q p => deriv (fun y => f q y) p
```

The term of order $k$ is

$$M_k(f,g)=\frac{(i\hbar/2)^k}{k!}\sum_{j=0}^{k}(-1)^j\binom kj\,(\partial_p^{\,j}\partial_q^{\,k-j}f)\,(\partial_p^{\,k-j}\partial_q^{\,j}g).$$

This fixes the sign convention: at $k=1$ it is $i\hbar/2$ times the Poisson bracket $\partial_qf\,\partial_pg-\partial_pf\,\partial_qg$.

```lean
/-- The term of order `k` in `ħ` of the Moyal product of `f` and `g`. -/
def moyalTerm (ħ : ℝ) (k : ℕ) (f g : ℝ → ℝ → ℂ) (q p : ℝ) : ℂ :=
  (I * ħ / 2) ^ k / (k.factorial : ℂ) * ∑ j ∈ Finset.range (k + 1),
    (-1) ^ j * (k.choose j : ℂ) * dp^[j] (dq^[k - j] f) q p * dp^[k - j] (dq^[j] g) q p
```

The product is $f\star g=\sum_k M_k(f,g)$. Lean's `∑'` returns zero for a series that is not summable, so convergence is proved below for every product evaluated.

```lean
/-- The Moyal product: the sum of the terms of all orders. -/
def moyalStar (ħ : ℝ) (f g : ℝ → ℝ → ℂ) : ℝ → ℝ → ℂ :=
  fun q p => ∑' k, moyalTerm ħ k f g q p
```

The bracket is $(f\star g-g\star f)/(i\hbar)$.

```lean
/-- The Moyal bracket `(f ⋆ g - g ⋆ f) / (iħ)`. -/
def moyalBracket (ħ : ℝ) (f g : ℝ → ℝ → ℂ) : ℝ → ℝ → ℂ :=
  fun q p => (moyalStar ħ f g q p - moyalStar ħ g f q p) / (I * ħ)
```

## Polynomials, waves and their derivatives

The potential is a polynomial with complex coefficients, `ℂ[X]`, evaluated at real $q$; real potentials are included.

```lean
/-- A polynomial potential `V(q)` as a function on phase space. -/
def potential (V : ℂ[X]) : ℝ → ℝ → ℂ := fun q _ => V.eval (q : ℂ)
```

The wave $e_s$ depends on momentum alone.

```lean
/-- The exponential `exp(isp/ħ)` as a function on phase space. -/
def shiftWave (ħ s : ℝ) : ℝ → ℝ → ℂ := fun _ p => Complex.exp (I * s * p / ħ)
```

Both are special cases of a dressed wave $V(q)\,e_s(p)$: a potential has $s=0$, and a bare wave has $V=1$.

```lean
/-- The dressed wave `V(q) exp(isp/ħ)`. -/
def wave (ħ s : ℝ) (V : ℂ[X]) : ℝ → ℝ → ℂ :=
  fun q p => V.eval (q : ℂ) * Complex.exp (I * s * p / ħ)
```

Write $T_k(V;x,a)=a^kV^{(k)}(x)/k!$ for the Taylor terms of $V(x+a)$.

```lean
/-- The term of order `k` in the Taylor expansion of `V(x + a)` about `x`. -/
def taylorTerm (V : ℂ[X]) (x a : ℂ) (k : ℕ) : ℂ :=
  a ^ k / (k.factorial : ℂ) * (derivative^[k] V).eval x
```

A position derivative acts only on the polynomial, so $\partial_q^n(Ve_s)=V^{(n)}e_s$. The proof checks one derivative and then uses induction.

```lean
/-- Repeated position derivatives of a dressed wave act on its polynomial factor. -/
theorem dq_iterate_wave (ħ s : ℝ) (n : ℕ) (V : ℂ[X]) :
    dq^[n] (wave ħ s V) = wave ħ s (derivative^[n] V) := by
  have step : ∀ U : ℂ[X], dq (wave ħ s U) = wave ħ s (derivative U) := by
    intro U
    funext q p
    exact (((U.hasDerivAt (q : ℂ)).comp_ofReal).mul_const _).deriv
  induction n generalizing V with
  | zero => rfl
  | succ n ih => rw [Function.iterate_succ_apply, step, ih, Function.iterate_succ_apply]
```

A momentum derivative acts only on the exponential, so $\partial_p^n(Ve_s)=(is/\hbar)^nVe_s$. The chain rule gives the single step, and induction the rest.

```lean
/-- Each momentum derivative of a dressed wave multiplies it by `is/ħ`. -/
theorem dp_iterate_wave (ħ s : ℝ) (n : ℕ) (V : ℂ[X]) :
    dp^[n] (wave ħ s V) = wave ħ s (C ((I * s / ħ) ^ n) * V) := by
  have step : ∀ U : ℂ[X], dp (wave ħ s U) = wave ħ s (C (I * s / ħ) * U) := by
    intro U
    funext q p
    have h : HasDerivAt (fun y : ℂ => Complex.exp (I * s * y / ħ))
        (Complex.exp (I * s * p / ħ) * (I * s / ħ)) (p : ℂ) := by
      have h' := (((hasDerivAt_id' (p : ℂ)).const_mul (I * (s : ℂ))).div_const (ħ : ℂ)).cexp
      exact h'.congr_deriv (by simp)
    refine ((h.comp_ofReal).const_mul (U.eval (q : ℂ))).deriv.trans ?_
    simp only [wave, eval_mul, eval_C]
    ring
  induction n generalizing V with
  | zero => simp
  | succ n ih => rw [Function.iterate_succ_apply, step, ih, ← mul_assoc, ← C_mul, pow_succ]
```

## From Moyal terms to two Taylor series

For a polynomial, $\sum_kT_k(V;x,a)=V(x+a)$ is a finite sum. The proof identifies $V^{(k)}(x)/k!$ with the coefficients of the polynomial re-expanded about $x$, which vanish above its degree. `HasSum` states convergence together with the value.

```lean
/-- The Taylor series of a polynomial sums to the shifted polynomial. -/
theorem hasSum_taylorTerm (V : ℂ[X]) (x a : ℂ) :
    HasSum (taylorTerm V x a) (V.eval (x + a)) := by
  have hd : ∀ k, taylorTerm V x a k = (taylor x V).coeff k * a ^ k := by
    intro k
    have hk : (k.factorial : ℂ) ≠ 0 := by exact_mod_cast k.factorial_ne_zero
    have h : (derivative^[k] V).eval x = (k.factorial : ℂ) * (taylor x V).coeff k := by
      rw [taylor_coeff, ← factorial_smul_hasseDeriv]
      simp
    rw [taylorTerm, h]
    field_simp
  have h : HasSum (taylorTerm V x a)
      (∑ k ∈ Finset.range ((taylor x V).natDegree + 1), taylorTerm V x a k) :=
    hasSum_sum_of_ne_finset_zero (by
      intro k hk
      have hlt : (taylor x V).natDegree < k := by
        rw [Finset.mem_range] at hk
        omega
      rw [hd, coeff_eq_zero_of_natDegree_lt hlt, zero_mul])
  have hs : ∑ k ∈ Finset.range ((taylor x V).natDegree + 1), taylorTerm V x a k
      = ∑ k ∈ Finset.range ((taylor x V).natDegree + 1), (taylor x V).coeff k * a ^ k :=
    Finset.sum_congr rfl (fun k _ => hd k)
  rw [add_comm x a, ← taylor_eval, eval_eq_sum_range]
  rwa [hs] at h
```

Now insert $f=Ve_s$ and $g=We_t$, with $W$ a second polynomial and $t$ a second real length. The constants in the $j$-th summand combine as

$$\left(\frac{i\hbar}{2}\right)^k(-1)^j\left(\frac{is}{\hbar}\right)^j\left(\frac{it}{\hbar}\right)^{k-j}=\left(\frac s2\right)^j\left(-\frac t2\right)^{k-j},$$

and $\binom kj/k!=1/(j!\,(k-j)!)$. Hence

$$M_k(Ve_s,We_t)=e_{s+t}\sum_{j=0}^kT_j(W;q,s/2)\,T_{k-j}(V;q,-t/2).$$

In the proof, `h1` and `h2` cancel $\hbar$, `hc` handles the factorials, and `key` collects the powers. Only $\hbar\neq0$ is needed.

```lean
/-- For two dressed waves the Moyal term of order `k` is a convolution of Taylor terms with
shifts `s/2` and `-t/2`, times the product of the exponentials. -/
theorem moyalTerm_wave {ħ : ℝ} (hħ : ħ ≠ 0) (s t : ℝ) (V W : ℂ[X]) (k : ℕ) (q p : ℝ) :
    moyalTerm ħ k (wave ħ s V) (wave ħ t W) q p =
      (∑ j ∈ Finset.range (k + 1), taylorTerm W q (s / 2) j * taylorTerm V q (-t / 2) (k - j))
        * Complex.exp (I * (s + t) * p / ħ) := by
  have h0 : (ħ : ℂ) ≠ 0 := by exact_mod_cast hħ
  -- the powers of ħ cancel between the Moyal prefactor and the momentum derivatives
  have h1 : I * ħ / 2 * (-1) * (I * s / ħ) = (s : ℂ) / 2 := by
    have e : I * ħ / 2 * (-1) * (I * s / ħ) = -(I * I) * ((ħ : ℂ) * (ħ : ℂ)⁻¹) * s / 2 := by
      ring
    rw [e, Complex.I_mul_I, mul_inv_cancel₀ h0]
    ring
  have h2 : I * ħ / 2 * (I * t / ħ) = -(t : ℂ) / 2 := by
    have e : I * ħ / 2 * (I * t / ħ) = (I * I) * ((ħ : ℂ) * (ħ : ℂ)⁻¹) * t / 2 := by ring
    rw [e, Complex.I_mul_I, mul_inv_cancel₀ h0]
    ring
  have hexp : Complex.exp (I * s * p / ħ) * Complex.exp (I * t * p / ħ)
      = Complex.exp (I * (s + t) * p / ħ) := by
    rw [← Complex.exp_add]
    congr 1
    ring
  simp only [moyalTerm, dq_iterate_wave, dp_iterate_wave, wave, eval_mul, eval_C, taylorTerm]
  rw [Finset.mul_sum, Finset.sum_mul]
  refine Finset.sum_congr rfl fun j hj => ?_
  obtain ⟨m, rfl⟩ := Nat.exists_eq_add_of_le (Nat.lt_succ_iff.mp (Finset.mem_range.mp hj))
  have hc : ((j + m).choose j : ℂ) / ((j + m).factorial : ℂ)
      = 1 / ((j.factorial : ℂ) * (m.factorial : ℂ)) := by
    have h := Nat.choose_mul_factorial_mul_factorial (Nat.le_add_right j m)
    rw [Nat.add_sub_cancel_left] at h
    have h' : ((j + m).choose j : ℂ) * (j.factorial : ℂ) * (m.factorial : ℂ)
        = ((j + m).factorial : ℂ) := by exact_mod_cast h
    have n1 : ((j + m).factorial : ℂ) ≠ 0 := by exact_mod_cast (j + m).factorial_ne_zero
    have n2 : (j.factorial : ℂ) ≠ 0 := by exact_mod_cast j.factorial_ne_zero
    have n3 : (m.factorial : ℂ) ≠ 0 := by exact_mod_cast m.factorial_ne_zero
    rw [div_eq_div_iff n1 (mul_ne_zero n2 n3)]
    linear_combination h'
  have key : ∀ a b c N F v w x y : ℂ,
      a ^ (j + m) / F * ((-1) ^ j * N * (b ^ j * v * x) * (c ^ m * w * y))
        = N / F * (a * (-1) * b) ^ j * (a * c) ^ m * v * w * (x * y) := by
    intros
    simp only [mul_pow, pow_add]
    ring
  rw [Nat.add_sub_cancel_left, key, hc, h1, h2, hexp]
  ring
```

If $k>\deg V+\deg W$, every summand has either $j>\deg W$ or $k-j>\deg V$, so one of its derivatives is zero. The Moyal series therefore terminates.

```lean
/-- The Moyal series of two dressed waves terminates: orders above `deg V + deg W` vanish. -/
theorem moyalTerm_wave_eq_zero {ħ : ℝ} (hħ : ħ ≠ 0) (s t : ℝ) (V W : ℂ[X]) {k : ℕ}
    (hk : V.natDegree + W.natDegree < k) (q p : ℝ) :
    moyalTerm ħ k (wave ħ s V) (wave ħ t W) q p = 0 := by
  rw [moyalTerm_wave hħ, Finset.sum_eq_zero, zero_mul]
  intro j _
  by_cases hj : W.natDegree < j
  · simp [taylorTerm, iterate_derivative_eq_zero hj]
  · have hj' : V.natDegree < k - j := by omega
    simp [taylorTerm, iterate_derivative_eq_zero hj']
```

The inner sum is a Cauchy product. Both Taylor series converge absolutely, so summing over $k$ multiplies their values:

$$(Ve_s)\star(We_t)=V(q-t/2)\,W(q+s/2)\,e_{s+t}.$$

```lean
/-- The Moyal series of `V(q) exp(isp/ħ)` and `W(q) exp(itp/ħ)` sums to
`V(q - t/2) W(q + s/2) exp(i(s+t)p/ħ)`. -/
theorem hasSum_moyalTerm_wave {ħ : ℝ} (hħ : ħ ≠ 0) (s t : ℝ) (V W : ℂ[X]) (q p : ℝ) :
    HasSum (fun k => moyalTerm ħ k (wave ħ s V) (wave ħ t W) q p)
      (V.eval ((q : ℂ) - t / 2) * W.eval ((q : ℂ) + s / 2)
        * Complex.exp (I * (s + t) * p / ħ)) := by
  have hA := hasSum_taylorTerm W q (s / 2)
  have hB := hasSum_taylorTerm V q (-t / 2)
  -- Cauchy product of the two Taylor series
  have h := (hasSum_sum_range_mul_of_summable_norm hA.summable.norm hB.summable.norm).mul_right
    (Complex.exp (I * (s + t) * p / ħ))
  rw [hA.tsum_eq, hB.tsum_eq] at h
  simp only [moyalTerm_wave hħ]
  rw [show (q : ℂ) - t / 2 = q + -t / 2 by ring,
    mul_comm (V.eval ((q : ℂ) + -t / 2)) (W.eval ((q : ℂ) + s / 2))]
  exact h
```

## Half shifts, their difference and the full translation

To specialise, first write the potential as a wave with $s=0$.

```lean
/-- A potential is a dressed wave with `s = 0`. -/
theorem potential_eq_wave (ħ : ℝ) (V : ℂ[X]) : potential V = wave ħ 0 V := by
  funext q p
  simp [potential, wave]
```

A potential on the left and a bare wave on the right, then the reverse, give

$$V\star e_s=V(q-s/2)\,e_s,\qquad e_s\star V=V(q+s/2)\,e_s.$$

The theorem states these as equalities of functions on all of phase space.

```lean
/-- Star multiplication of a potential `V(q)` by `exp(isp/ħ)` from the right gives `V(q - s/2)
exp(isp/ħ)`, and from the left `V(q + s/2) exp(isp/ħ)`. -/
theorem moyalStar_shift {ħ : ℝ} (hħ : ħ ≠ 0) (s : ℝ) (V : ℂ[X]) :
    moyalStar ħ (potential V) (shiftWave ħ s)
        = (fun q p : ℝ => V.eval ((q : ℂ) - s / 2) * shiftWave ħ s q p) ∧
      moyalStar ħ (shiftWave ħ s) (potential V)
        = (fun q p : ℝ => V.eval ((q : ℂ) + s / 2) * shiftWave ħ s q p) := by
  have hs : shiftWave ħ s = wave ħ s 1 := by
    funext q p
    simp [shiftWave, wave]
  rw [potential_eq_wave ħ V, hs]
  constructor
  · funext q p
    refine (hasSum_moyalTerm_wave hħ 0 s V 1 q p).tsum_eq.trans ?_
    simp [wave]
  · funext q p
    refine (hasSum_moyalTerm_wave hħ s 0 1 V q p).tsum_eq.trans ?_
    simp [wave]
```

Subtracting and dividing by $i\hbar$ gives the bracket

$$\frac{V(q-s/2)-V(q+s/2)}{i\hbar}\,e_s .$$

In the phase-space formulation of quantum mechanics, this is how a polynomial potential in one dimension acts on a single momentum-space plane wave of a Wigner function: through its values at two points a distance $|s|$ apart. For a general smooth Wigner function the Moyal series with a polynomial potential still terminates, but writing the result with finite differences involves a superposition of waves over $s$, which is not treated here. For a non-polynomial potential the series need not terminate, and its convergence is a separate question.

```lean
/-- The Moyal bracket of a polynomial potential with `exp(isp/ħ)` is the finite difference
`(V(q - s/2) - V(q + s/2)) exp(isp/ħ) / (iħ)`. -/
theorem moyalBracket_finite_difference {ħ : ℝ} (hħ : ħ ≠ 0) (s : ℝ) (V : ℂ[X]) (q p : ℝ) :
    moyalBracket ħ (potential V) (shiftWave ħ s) q p =
      (V.eval ((q : ℂ) - s / 2) - V.eval ((q : ℂ) + s / 2)) * shiftWave ħ s q p / (I * ħ) := by
  simp only [moyalBracket, (moyalStar_shift hħ s V).1, (moyalStar_shift hħ s V).2, sub_mul]
```

Multiplying $e_s\star V$ by $e_{-s}$ on the right adds the second half shift and removes the exponential:

$$(e_s\star V)\star e_{-s}=\bigl(V(q+s/2)\,e_s\bigr)\star e_{-s}=V(q+s).$$

The proof treats $V(q+s/2)$ as a new polynomial, written with `V.comp`, and applies the product rule for dressed waves again. The brackets matter to the reading, since associativity of $\star$ is not used.

```lean
/-- Star conjugation of a potential replaces `V(q)` by `V(q + s)`: `(exp(isp/ħ) ⋆ V) ⋆ exp(-isp/ħ) =
V(q + s)`. -/
theorem moyalStar_conjugation {ħ : ℝ} (hħ : ħ ≠ 0) (s : ℝ) (V : ℂ[X]) :
    moyalStar ħ (moyalStar ħ (shiftWave ħ s) (potential V)) (shiftWave ħ (-s))
      = fun q _ : ℝ => V.eval ((q : ℂ) + s) := by
  have hl : (fun q p : ℝ => V.eval ((q : ℂ) + s / 2) * shiftWave ħ s q p)
      = wave ħ s (V.comp (X + C ((s : ℂ) / 2))) := by
    funext q p
    simp only [wave, shiftWave, eval_comp, eval_add, eval_X, eval_C]
  have hr : shiftWave ħ (-s) = wave ħ (-s) 1 := by
    funext q p
    simp only [wave, shiftWave, eval_one, one_mul]
  rw [(moyalStar_shift hħ s V).2, hl, hr]
  funext q p
  refine (hasSum_moyalTerm_wave hħ s (-s) _ 1 q p).tsum_eq.trans ?_
  -- the two half shifts add up and the exponentials cancel
  have e1 : (q : ℂ) - ((-s : ℝ) : ℂ) / 2 + s / 2 = q + s := by
    push_cast
    ring
  have e2 : (s : ℂ) + ((-s : ℝ) : ℂ) = 0 := by
    push_cast
    ring
  simp only [eval_comp, eval_add, eval_X, eval_C, eval_one, e1, e2, mul_zero, zero_mul,
    zero_div, Complex.exp_zero, mul_one]

end

end MoyalFiniteDifference
```

```lean
#print axioms MoyalFiniteDifference.moyalTerm_wave_eq_zero
#print axioms MoyalFiniteDifference.moyalStar_shift
#print axioms MoyalFiniteDifference.moyalBracket_finite_difference
#print axioms MoyalFiniteDifference.moyalStar_conjugation
```

```
'MoyalFiniteDifference.moyalTerm_wave_eq_zero' depends on axioms: [propext, Classical.choice, Quot.sound]
'MoyalFiniteDifference.moyalStar_shift' depends on axioms: [propext, Classical.choice, Quot.sound]
'MoyalFiniteDifference.moyalBracket_finite_difference' depends on axioms: [propext, Classical.choice, Quot.sound]
'MoyalFiniteDifference.moyalStar_conjugation' depends on axioms: [propext, Classical.choice, Quot.sound]
```
